# The Coulomb potential has relative bound zero on radial s-waves

Suppose a one-electron s-wave calculation yields a sequence of reduced radial functions $u_n$ (the wave function times the distance from the nucleus, up to a constant factor) for which both $u_n$ and $hu_n$ converge in $L^2$, where $h$ is the Coulomb Hamiltonian. One may then want to split $hu_n$ into its kinetic and Coulomb parts and treat each as convergent. That step needs an estimate that rules out two diverging parts that cancel. For real radial functions supported away from the nucleus, such an estimate follows from the bound

$$\|u/r\|\le\varepsilon\|u''\|+\frac{\|u\|}{\varepsilon}\qquad(\varepsilon>0),$$

where $r$ is the distance from the nucleus, primes are derivatives in $r$, and $\|f\|^2=\int_0^\infty f^2\,dr$. The coefficient of $\|u''\|$ can be made as small as one likes, at the price of a larger coefficient of $\|u\|$. This is what "relative bound zero" means.

```lean
import Mathlib

open MeasureTheory Set Topology

namespace CoulombRelativeBound

noncomputable section
```

## The functions and the Hamiltonian

The reduced wave function $u$ belongs to the s-wave $\psi=u/(\sqrt{4\pi}\,r)$, so $\|u\|$ is the three-dimensional norm of $\psi$. Normalisation is not assumed. In Lean, $u$ is a function on all of $\mathbb R$, and `RadialWave u` says that it is $C^2$ with compact support inside $(0,\infty)$.

A mistake is easy to make in the field `away`. It uses `tsupport`, the closure of the set where $u\ne0$. With the plain support instead, $u$ could be nonzero arbitrarily close to the origin, and the argument below that $u$ vanishes near $r=0$ would fail.

```lean
/-- A reduced radial wave function: real, twice continuously differentiable, with compact
support inside the open half-line `r > 0`. -/
structure RadialWave (u : ℝ → ℝ) : Prop where
  smooth : ContDiff ℝ 2 u
  compact : HasCompactSupport u
  away : tsupport u ⊆ Ioi 0
```

The expansion of a squared norm and the Cauchy–Schwarz inequality below need only continuity and compact support.

```lean
/-- Continuous functions with compact support. -/
def IsCc (f : ℝ → ℝ) : Prop := Continuous f ∧ HasCompactSupport f
```

The norm integrates over `Ioi 0`, the open half-line.

```lean
/-- The `L²` norm on the half-line `r > 0`. -/
def l2norm (f : ℝ → ℝ) : ℝ := √(∫ r in Ioi (0 : ℝ), f r ^ 2)
```

In atomic units, with a real charge parameter $Z$, the Hamiltonian is $hu=-\tfrac12u''-Zu/r$. Here it is a formula applied to functions; no operator domain is attached to it.

```lean
/-- The radial s-wave Hamiltonian `-u''/2 - Z u/r` in atomic units. -/
def coulombH (Z : ℝ) (u : ℝ → ℝ) : ℝ → ℝ :=
  fun r => (-1 / 2) * deriv (deriv u) r + (-Z) * (u r / r)
```

## Overlaps and Cauchy–Schwarz

The squared norm is a self-overlap, $\|f\|^2=\int_0^\infty f\,f\,dr$.

```lean
/-- The squared norm is the overlap of a function with itself. -/
theorem l2norm_sq (f : ℝ → ℝ) : l2norm f ^ 2 = ∫ r in Ioi (0 : ℝ), f r * f r := by
  rw [l2norm, Real.sq_sqrt (integral_nonneg fun r => sq_nonneg _)]
  simp only [pow_two]
```

Products of continuous, compactly supported functions are integrable, so the overlaps can be added and split freely.

```lean
/-- The product of two continuous, compactly supported functions is integrable. -/
theorem integrable_mul {f g : ℝ → ℝ} (hf : IsCc f) (hg : IsCc g) :
    Integrable (fun r => f r * g r) := by
  have hc : HasCompactSupport (f * g) := hf.2.mul_right
  exact (hf.1.mul hg.1).integrable_of_hasCompactSupport hc
```

For real $a,b$, expanding the square gives

$$\|af+bg\|^2=a^2\|f\|^2+2ab\int_0^\infty fg\,dr+b^2\|g\|^2 .$$

```lean
/-- The squared norm of a superposition is the sum of the two weighted squared norms and the
interference term. -/
theorem l2norm_superposition {f g : ℝ → ℝ} (hf : IsCc f) (hg : IsCc g) (a b : ℝ) :
    l2norm (fun r => a * f r + b * g r) ^ 2 =
      a ^ 2 * l2norm f ^ 2 + 2 * a * b * (∫ r in Ioi (0 : ℝ), f r * g r)
        + b ^ 2 * l2norm g ^ 2 := by
  have h1 : Integrable (fun r => a ^ 2 * (f r * f r)) (volume.restrict (Ioi (0 : ℝ))) :=
    ((integrable_mul hf hf).const_mul _).integrableOn
  have h2 : Integrable (fun r => 2 * a * b * (f r * g r)) (volume.restrict (Ioi (0 : ℝ))) :=
    ((integrable_mul hf hg).const_mul _).integrableOn
  have h3 : Integrable (fun r => b ^ 2 * (g r * g r)) (volume.restrict (Ioi (0 : ℝ))) :=
    ((integrable_mul hg hg).const_mul _).integrableOn
  have h12 : Integrable (fun r => a ^ 2 * (f r * f r) + 2 * a * b * (f r * g r))
      (volume.restrict (Ioi (0 : ℝ))) := h1.add h2
  rw [l2norm_sq, l2norm_sq, l2norm_sq, ← integral_const_mul, ← integral_const_mul,
    ← integral_const_mul, ← integral_add h1 h2, ← integral_add h12 h3]
  congr 1
  ext r
  ring
```

Take $a=t$ and $b=1$. The right-hand side is a quadratic in $t$ that is never negative, so its discriminant is at most zero:
$4\left(\int fg\right)^2-4\|f\|^2\|g\|^2\le0$. Taking roots gives $\left|\int fg\right|\le\|f\|\,\|g\|$.

```lean
/-- Cauchy-Schwarz inequality for the overlap of two functions on the half-line. -/
theorem overlap_le {f g : ℝ → ℝ} (hf : IsCc f) (hg : IsCc g) :
    |∫ r in Ioi (0 : ℝ), f r * g r| ≤ l2norm f * l2norm g := by
  -- the squared norm of `t f + g` is a nonnegative quadratic polynomial in `t`
  have h := discrim_le_zero (a := l2norm f ^ 2)
    (b := 2 * ∫ r in Ioi (0 : ℝ), f r * g r) (c := l2norm g ^ 2) (fun t => by
      have h1 := l2norm_superposition hf hg t 1
      have h2 := sq_nonneg (l2norm (fun r => t * f r + 1 * g r))
      rw [h1] at h2
      linarith)
  unfold discrim at h
  exact abs_le_of_sq_le_sq (by nlinarith) (mul_nonneg (Real.sqrt_nonneg _) (Real.sqrt_nonneg _))
```

## Integration by parts

Both integrations by parts have the same form. If $F'=af+bg$, with $F,f,g$ integrable on the line and $f,g$ zero for $r\le0$, then

$$a\int_0^\infty f\,dr+b\int_0^\infty g\,dr=0 .$$

The proof integrates $F'$ over all of $\mathbb R$, where the result is zero, and then discards the empty half.

```lean
/-- If `a f + b g` is the derivative of an integrable function, and `f` and `g` are integrable
and vanish for `r ≤ 0`, then its integral over the half-line is zero. -/
theorem integral_total_derivative {F f g : ℝ → ℝ} (a b : ℝ) (hF : Integrable F)
    (hf : Integrable f) (hg : Integrable g)
    (hd : ∀ x, HasDerivAt F (a * f x + b * g x) x)
    (h0 : ∀ x ≤ 0, f x = 0 ∧ g x = 0) :
    a * (∫ r in Ioi (0 : ℝ), f r) + b * (∫ r in Ioi (0 : ℝ), g r) = 0 := by
  have hz := integral_eq_zero_of_hasDerivAt_of_integrable hd
    ((hf.const_mul a).add (hg.const_mul b)) hF
  rw [setIntegral_eq_integral_of_forall_compl_eq_zero
      (fun x hx => (h0 x (by simpa using hx)).1),
    setIntegral_eq_integral_of_forall_compl_eq_zero
      (fun x hx => (h0 x (by simpa using hx)).2),
    ← integral_const_mul, ← integral_const_mul,
    ← integral_add (hf.const_mul a) (hg.const_mul b)]
  exact hz
```

To use this, one needs $u,u',u''$ and $u/r$ to be continuous with compact support. Only $u/r$ at the origin needs care. Since $0$ lies outside the closed support, $u$ vanishes on a neighbourhood of it, and so does $u/r$. Elsewhere $u/r$ is an ordinary quotient.

```lean
/-- For a radial wave `u`, the functions `u`, `u'`, `u''` and `u/r` are continuous with compact
support, and `u` and `u'` are differentiable. -/
theorem RadialWave.regular {u : ℝ → ℝ} (hu : RadialWave u) :
    IsCc u ∧ IsCc (deriv u) ∧ IsCc (deriv (deriv u)) ∧ IsCc (fun r => u r / r) ∧
      Differentiable ℝ u ∧ Differentiable ℝ (deriv u) := by
  have h2 : ContDiff ℝ (1 + 1) u := by
    rw [one_add_one_eq_two]
    exact hu.smooth
  have h1 : ContDiff ℝ 1 (deriv u) := (contDiff_succ_iff_deriv.1 h2).2.2
  have h0 := contDiff_one_iff_deriv.1 h1
  have hc : Continuous u := hu.smooth.continuous
  refine ⟨⟨hc, hu.compact⟩, ⟨h1.continuous, hu.compact.deriv⟩,
    ⟨h0.2, hu.compact.deriv.deriv⟩, ⟨?_, ?_⟩, (contDiff_succ_iff_deriv.1 h2).1, h0.1⟩
  · rw [continuous_iff_continuousAt]
    intro x
    by_cases hx : x = 0
    · -- near the origin the wave function vanishes identically
      have hn : x ∉ tsupport u := fun h => (ne_of_gt (hu.away h)) hx
      have he : (fun r => u r / r) =ᶠ[𝓝 x] fun _ => (0 : ℝ) := by
        filter_upwards [notMem_tsupport_iff_eventuallyEq.1 hn] with r hr
        simp [hr]
      exact continuousAt_const.congr he.symm
    · exact hc.continuousAt.div continuousAt_id hx
  · refine hu.compact.mono ?_
    intro r hr h
    exact hr (by simp [h])
```

## Hardy's inequality

Differentiate $u^2/r$ and integrate:

$$\left(\frac{u^2}{r}\right)'=2u'\frac ur-\frac{u^2}{r^2},
\qquad\text{so}\qquad 2\int_0^\infty u'\frac ur\,dr=\|u/r\|^2 .$$

Then expand a square chosen to use this identity:

$$0\le\|2u'-u/r\|^2=4\|u'\|^2-4\int_0^\infty u'\frac ur\,dr+\|u/r\|^2=4\|u'\|^2-\|u/r\|^2 .$$

Hence $\int_0^\infty u^2/r^2\,dr\le4\int_0^\infty u'^2\,dr$. In the code, `hz` is the integrated identity, `he` the expansion and `hp` the nonnegativity; `linarith` combines them.

```lean
/-- Hardy inequality in norm form: `‖u/r‖² ≤ 4 ‖u'‖²`. -/
theorem hardy_step {u : ℝ → ℝ} (hu : RadialWave u) :
    l2norm (fun r => u r / r) ^ 2 ≤ 4 * l2norm (deriv u) ^ 2 := by
  obtain ⟨cu, cv, -, cw, du, -⟩ := hu.regular
  -- integrate the derivative of `u²/r`
  have hz := integral_total_derivative (F := fun r => u r * (u r / r)) 2 (-1)
    (integrable_mul cu cw) (integrable_mul cv cw) (integrable_mul cw cw)
    (fun x => by
      by_cases hx : x = 0
      · have hn : x ∉ tsupport u := fun h => (ne_of_gt (hu.away h)) hx
        have he : (fun r => u r * (u r / r)) =ᶠ[𝓝 x] fun _ => (0 : ℝ) := by
          filter_upwards [notMem_tsupport_iff_eventuallyEq.1 hn] with r hr
          simp [hr]
        exact ((hasDerivAt_const x (0 : ℝ)).congr_of_eventuallyEq he).congr_deriv
          (by simp [hx])
      · have hd := (du x).hasDerivAt
        refine (hd.fun_mul (hd.fun_div (hasDerivAt_id' x) hx)).congr_deriv ?_
        field_simp
        ring)
    (fun x hx => by
      have h : u x = 0 := image_eq_zero_of_notMem_tsupport
        (fun h => not_lt_of_ge hx (hu.away h))
      simp [h])
  -- the square of `2u' - u/r` has a nonnegative integral
  have he := l2norm_superposition cv cw 2 (-1)
  have hp := sq_nonneg (l2norm (fun r => 2 * deriv u r + (-1) * (u r / r)))
  rw [← l2norm_sq (fun r => u r / r)] at hz
  linarith
```

## From the first derivative to the second

Since $(uu')'=u'^2+uu''$, integration and Cauchy–Schwarz give

$$\|u'\|^2=-\int_0^\infty uu''\,dr\le\|u\|\,\|u''\| .$$

```lean
/-- The first derivative is controlled by the function and its second derivative:
`‖u'‖² ≤ ‖u‖ ‖u''‖`. -/
theorem gradient_interpolation {u : ℝ → ℝ} (hu : RadialWave u) :
    l2norm (deriv u) ^ 2 ≤ l2norm u * l2norm (deriv (deriv u)) := by
  obtain ⟨cu, cv, ca, -, du, dv⟩ := hu.regular
  -- integrate the derivative of `u u'`
  have hz := integral_total_derivative (F := fun r => u r * deriv u r) 1 1
    (integrable_mul cu cv) (integrable_mul cv cv) (integrable_mul cu ca)
    (fun x => ((du x).hasDerivAt.fun_mul (dv x).hasDerivAt).congr_deriv (by ring))
    (fun x hx => by
      have hn : x ∉ tsupport u := fun h => not_lt_of_ge hx (hu.away h)
      have h : u x = 0 := image_eq_zero_of_notMem_tsupport hn
      have h' : deriv u x = 0 := by
        by_contra hne
        exact hn (support_deriv_subset hne)
      simp [h, h'])
  rw [← l2norm_sq (deriv u)] at hz
  have hcs := overlap_le cu ca
  have hneg := neg_abs_le (∫ r in Ioi (0 : ℝ), u r * deriv (deriv u) r)
  linarith
```

## The relative bound

The last two inequalities combine to $\|u/r\|^2\le4\|u\|\,\|u''\|$. On the other side,

$$\left(\varepsilon\|u''\|+\frac{\|u\|}\varepsilon\right)^2
=\left(\varepsilon\|u''\|-\frac{\|u\|}\varepsilon\right)^2+4\|u\|\,\|u''\|
\ge\|u/r\|^2 .$$

Both $\|u/r\|$ and the bracket on the left are nonnegative, so the squares can be removed. The theorem takes any `ε` with `0 < ε`, and the constants do not depend on $u$.

```lean
/-- The Coulomb potential has relative bound zero with respect to the second derivative:
`‖u/r‖ ≤ ε ‖u''‖ + ‖u‖/ε` for every `ε > 0`. -/
theorem coulomb_relative_bound_zero {u : ℝ → ℝ} (hu : RadialWave u) {ε : ℝ} (hε : 0 < ε) :
    l2norm (fun r => u r / r) ≤ ε * l2norm (deriv (deriv u)) + l2norm u / ε := by
  have h1 := hardy_step hu
  have h2 := gradient_interpolation hu
  have ha : 0 ≤ l2norm u := Real.sqrt_nonneg _
  have hb : 0 ≤ l2norm (deriv (deriv u)) := Real.sqrt_nonneg _
  have hm : (ε * l2norm (deriv (deriv u))) * (l2norm u / ε)
      = l2norm u * l2norm (deriv (deriv u)) := by
    field_simp
  refine (le_abs_self _).trans (abs_le_of_sq_le_sq ?_ (by positivity))
  -- arithmetic-geometric mean inequality
  nlinarith [sq_nonneg (ε * l2norm (deriv (deriv u)) - l2norm u / ε)]
```

## Control of the second derivative by the Hamiltonian

Write $a=\|u\|$, $b=\|u''\|$, $q=\|u/r\|$ and $B=\int_0^\infty u''\,(u/r)\,dr$, as the code does. Because $|B|\le bq$,

$$\|hu\|^2=\tfrac14b^2+ZB+Z^2q^2\ge\left(\tfrac12b-|Z|q\right)^2,
\qquad\text{so}\qquad \tfrac12b-|Z|q\le\|hu\| .$$

This is `hr`. Next, $q^2\le4ab$ gives

$$(2|Z|q)^2\le16Z^2ab\le\left(\tfrac12b+8Z^2a\right)^2,$$

which is `hq` after taking roots. Doubling `hr` and inserting `hq` yields $b\le2\|hu\|+\tfrac12b+8Z^2a$, that is

$$\|u''\|\le4\|hu\|+16Z^2\|u\| .$$

For $Z\neq0$ the absorption amounts to choosing $\varepsilon=1/(4|Z|)$; working with squares covers $Z=0$ as well. In that limiting case $\|hu\|=\tfrac12\|u''\|$, and the estimate reads $\|u''\|\le2\|u''\|$, so the constant 4 is not sharp there.

Applied to the differences $u_m-u_n$, which are again radial waves, the inequality makes $u_n''$ a Cauchy sequence in $L^2$, and the relative bound does the same for $u_n/r$.

```lean
/-- The Coulomb Hamiltonian controls the second derivative, for either sign of the charge:
`‖u''‖ ≤ 4 ‖h u‖ + 16 Z² ‖u‖`. -/
theorem second_derivative_le_coulombH {u : ℝ → ℝ} (hu : RadialWave u) (Z : ℝ) :
    l2norm (deriv (deriv u)) ≤ 4 * l2norm (coulombH Z u) + 16 * Z ^ 2 * l2norm u := by
  obtain ⟨-, -, ca, cw, -, -⟩ := hu.regular
  have h1 := hardy_step hu
  have h2 := gradient_interpolation hu
  have he : l2norm (coulombH Z u) ^ 2 = _ := l2norm_superposition ca cw (-1 / 2) (-Z)
  have hcs := overlap_le ca cw
  have ha : 0 ≤ l2norm u := Real.sqrt_nonneg _
  have hb : 0 ≤ l2norm (deriv (deriv u)) := Real.sqrt_nonneg _
  have hH : 0 ≤ l2norm (coulombH Z u) := Real.sqrt_nonneg _
  set a := l2norm u
  set b := l2norm (deriv (deriv u))
  set q := l2norm (fun r => u r / r)
  set B := ∫ r in Ioi (0 : ℝ), deriv (deriv u) r * (u r / r)
  have hZ : |Z| ^ 2 = Z ^ 2 := sq_abs Z
  -- reverse triangle inequality for the kinetic and Coulomb terms
  have hB : -(|Z| * (b * q)) ≤ Z * B := by
    have h3 := neg_abs_le (Z * B)
    rw [abs_mul] at h3
    have h4 := mul_le_mul_of_nonneg_left hcs (abs_nonneg Z)
    linarith
  have hr : b / 2 - |Z| * q ≤ l2norm (coulombH Z u) := by
    refine (le_abs_self _).trans (abs_le_of_sq_le_sq ?_ hH)
    have hx : (b / 2 - |Z| * q) ^ 2 = b ^ 2 / 4 - |Z| * (b * q) + Z ^ 2 * q ^ 2 := by
      rw [← hZ]
      ring
    rw [hx, he]
    linarith
  -- the Coulomb term is absorbed into half of the second derivative
  have hq : 2 * |Z| * q ≤ b / 2 + 8 * Z ^ 2 * a := by
    refine (le_abs_self _).trans (abs_le_of_sq_le_sq ?_ (by positivity))
    have hx : (2 * |Z| * q) ^ 2 = 4 * Z ^ 2 * q ^ 2 := by
      rw [← hZ]
      ring
    have h5 : q ^ 2 ≤ 4 * (a * b) := by linarith
    have h6 := mul_le_mul_of_nonneg_left h5 (by positivity : 0 ≤ 4 * Z ^ 2)
    rw [hx]
    linarith [sq_nonneg (b / 2 - 8 * Z ^ 2 * a)]
  linarith

end

end CoulombRelativeBound
```

```lean
#print axioms CoulombRelativeBound.coulomb_relative_bound_zero
#print axioms CoulombRelativeBound.second_derivative_le_coulombH
```

```
'CoulombRelativeBound.coulomb_relative_bound_zero' depends on axioms: [propext, Classical.choice, Quot.sound]
'CoulombRelativeBound.second_derivative_le_coulombH' depends on axioms: [propext, Classical.choice, Quot.sound]
```

## A wider class of functions

The hydrogen ground state $u=2re^{-r}$ is not a `RadialWave`: it reaches the origin with nonzero slope and has an infinite tail. One could instead require $u(0)=0$ with suitable smoothness and decay. By hand, the boundary terms $u^2/r$ and $uu'$ still vanish at both ends, but a formal proof would have to establish those limits in place of the support argument. That larger class is also the natural one for self-adjointness of the s-wave Hamiltonian, a question the inequalities above do not settle.
